# Decreasing defect energies from cells L, 2L and 4L fit E₀ + aL^(−p) with p > 0 exactly when the drops shrink

Q: I compute a defect energy in supercells of length \(L\), \(2L\) and \(4L\), do not know the exponent of the finite-size error, and extrapolate with
\[
E_0=E_3-\frac{(E_2-E_3)^2}{E_1-2E_2+E_3}.
\]
The formula returns a number for almost any input. When does that number belong to a power law?

A: Suppose \(E_1>E_2>E_3\), and take cells \(L\), \(sL\), \(s^2L\) with \(L>0\) and \(s>1\); yours have \(s=2\). A law \(E_0+aL^{-p}\) with amplitude \(a\) and exponent \(p>0\) passes through the three energies exactly when the second drop, \(d_2=E_2-E_3\), is smaller than the first, \(d_1=E_1-E_2\). The law is then unique. If your energies rise with cell size instead, change the sign of all three: the same condition then applies to the rises, and the formulas for \(E_0\) and \(p\) keep their form.

Q: Show me the algebra before any code.

A: Write \(u=aL^{-p}\) for the error in the first cell and \(r=s^{-p}\). Each enlargement multiplies the error by \(r\):
\[
E_1=E_0+u,\qquad E_2=E_0+ur,\qquad E_3=E_0+ur^2 .
\]
Hence \(d_1=u(1-r)\) and \(d_2=ur(1-r)=r\,d_1\). Since \(s>1\) and \(p>0\), we have \(0<r<1\), so \(d_1>0\) gives \(d_2<d_1\). Moreover \(E_1-2E_2+E_3=d_1-d_2=u(1-r)^2\), so
\[
\frac{d_2^2}{d_1-d_2}=\frac{u^2r^2(1-r)^2}{u(1-r)^2}=ur^2=E_3-E_0 ,
\]
which is your formula. From \(d_1/d_2=s^p\) follows \(p=\log(d_1/d_2)/\log s\), and the first energy gives \(a=(E_1-E_0)L^p\).

Q: That shows what a fit must look like. Why does one exist?

A: Let \(d_1>d_2>0\) and define the parameters by these formulas. Then \(d_1/d_2>1\) makes \(p\) positive, and \(s^{-p}=d_2/d_1\). Adding the drops back one at a time gives
\[
E_3-E_0=\frac{d_2^2}{d_1-d_2},\qquad E_2-E_0=\frac{d_1d_2}{d_1-d_2},\qquad E_1-E_0=\frac{d_1^2}{d_1-d_2}.
\]
Successive errors have ratio \(d_2/d_1=s^{-p}\), and \(aL^{-p}=E_1-E_0\), so all three energies are reproduced.

Q: Now the formal version. What are the energies and lengths there?

A: Real numbers. `L` is a length in a fixed unit, and the energies share another unit.

In Lean 4 with Mathlib:

```lean
import Mathlib

noncomputable section

namespace SupercellExtrapolation

variable {s L E1 E2 E3 E0 a p : ℝ}
```

The finite-size model is a constant plus a single inverse power. The "energy of a supercell" in the docstrings is the defect energy obtained from that cell, not the cell's total energy, which grows with its volume.

```lean
/-- Energy of a supercell of length `L > 0` under a power-law finite-size error:
`E0 + a L^(-p)`. -/
def scalingLaw (E0 a p L : ℝ) : ℝ := E0 + a * L ^ (-p)
```

A fit is exact agreement at three sizes, with \(p>0\) built in.

```lean
/-- The law with parameters `E0`, `a` and `p > 0` reproduces the energies `E1`, `E2`, `E3`
of the cells of length `L`, `s L`, `s² L`. -/
def IsFit (s L E1 E2 E3 E0 a p : ℝ) : Prop :=
  0 < p ∧ E1 = scalingLaw E0 a p L ∧ E2 = scalingLaw E0 a p (s * L) ∧
    E3 = scalingLaw E0 a p (s ^ 2 * L)
```

Q: Why build in the sign of \(p\)?

A: It says that the error decays as the cell grows, so \(E_0\) is the infinite-cell value of the law. If \(p=-1\) were allowed, the energies \(-1,-2,-4\) at \(L=1,2,4\) would be fitted by \(E_0=0\), \(a=-1\), although their drops grow.

The extrapolated energy and the exponent are functions of the data alone.

```lean
/-- The extrapolated energy computed from three cells, for `E1 - 2 E2 + E3 ≠ 0`. -/
def limitEnergy (E1 E2 E3 : ℝ) : ℝ := E3 - (E2 - E3) ^ 2 / (E1 - 2 * E2 + E3)

/-- The exponent computed from two successive energy drops of the same sign, for a
size ratio `s > 1`. -/
def fitExponent (s E1 E2 E3 : ℝ) : ℝ :=
  Real.log ((E1 - E2) / (E2 - E3)) / Real.log s
```

Q: Where does the code learn that enlarging the cell rescales the error?

A: In `isFit_iff`. It splits \((sL)^{-p}\) into \(s^{-p}L^{-p}\), treats the third cell as two enlargements, and so arrives at the equations in \(u\) and \(r\).

```lean
/-- For positive `s` and `L`, a fit means that `p > 0`, that the finite-size error of the first cell
is `a L^(-p)`, and that each enlargement of the cell by `s` multiplies the finite-size error by
`s^(-p)`. -/
theorem isFit_iff (hs : 0 < s) (hL : 0 < L) :
    IsFit s L E1 E2 E3 E0 a p ↔
      0 < p ∧ E1 = E0 + a * L ^ (-p) ∧ E2 = E0 + a * L ^ (-p) * s ^ (-p) ∧
        E3 = E0 + a * L ^ (-p) * (s ^ (-p)) ^ 2 := by
  have hsL : 0 ≤ s * L := by positivity
  have h2 : scalingLaw E0 a p (s * L) = E0 + a * L ^ (-p) * s ^ (-p) := by
    rw [scalingLaw, Real.mul_rpow hs.le hL.le]
    ring
  have h3 : scalingLaw E0 a p (s ^ 2 * L) = E0 + a * L ^ (-p) * (s ^ (-p)) ^ 2 := by
    rw [show s ^ 2 * L = s * (s * L) by ring, scalingLaw, Real.mul_rpow hs.le hsL,
      Real.mul_rpow hs.le hL.le]
    ring
  unfold IsFit
  rw [h2, h3]
  exact Iff.rfl
```

Subtracting those equations gives \(d_2=r\,d_1\); `linear_combination` does the subtraction.

```lean
/-- For positive `s` and `L`, the second energy drop of a fitted series is `s^(-p)` times
the first. -/
theorem drop_ratio (hs : 0 < s) (hL : 0 < L) (h : IsFit s L E1 E2 E3 E0 a p) :
    E2 - E3 = s ^ (-p) * (E1 - E2) := by
  obtain ⟨-, e1, e2, e3⟩ := (isFit_iff hs hL).1 h
  linear_combination e2 - e3 - s ^ (-p) * (e1 - e2)
```

Q: And the uniqueness argument?

A: `fit_determined` follows the first half of the derivation. `hr0` and `hr1` are \(0<r<1\), and `hc` is \(d_2<d_1\). The step `key` is the elimination that yields \(E_3-E_0\), `hq` is \(d_1/d_2=s^p\), and the last part solves the first energy for \(a\).

```lean
/-- If `s > 1`, `L > 0` and `E1 > E2`, a fit forces the energy drops to shrink, and its
limit, exponent and amplitude are fixed by the three energies. -/
theorem fit_determined (hs : 1 < s) (hL : 0 < L) (h12 : E2 < E1)
    (h : IsFit s L E1 E2 E3 E0 a p) :
    E2 - E3 < E1 - E2 ∧ E0 = limitEnergy E1 E2 E3 ∧ p = fitExponent s E1 E2 E3 ∧
      a = (E1 - E0) * L ^ p := by
  have hs0 : 0 < s := by linarith
  have hd := drop_ratio hs0 hL h
  obtain ⟨hp, e1, e2, e3⟩ := (isFit_iff hs0 hL).1 h
  have hr0 : 0 < s ^ (-p) := Real.rpow_pos_of_pos hs0 _
  have hr1 : s ^ (-p) < 1 := Real.rpow_lt_one_of_one_lt_of_neg hs (by linarith)
  have h23 : 0 < E2 - E3 := by
    rw [hd]
    exact mul_pos hr0 (sub_pos.2 h12)
  have hc : E2 - E3 < E1 - E2 := by
    nlinarith [mul_pos (sub_pos.2 hr1) (sub_pos.2 h12)]
  have hD : E1 - 2 * E2 + E3 ≠ 0 := by
    have : 0 < E1 - 2 * E2 + E3 := by linarith
    exact this.ne'
  refine ⟨hc, ?_, ?_, ?_⟩
  · -- eliminate the error ratio from the three energies
    have key : (E2 - E3) ^ 2 / (E1 - 2 * E2 + E3) = E3 - E0 := by
      rw [div_eq_iff hD, e1, e2, e3]
      ring
    rw [limitEnergy, key]
    ring
  · -- the ratio of the drops is `s ^ p`
    have hq : (E1 - E2) / (E2 - E3) = s ^ p := by
      rw [div_eq_iff h23.ne', hd, ← mul_assoc, ← Real.rpow_add hs0]
      simp
    rw [fitExponent, hq, Real.log_rpow hs0]
    exact (mul_div_cancel_right₀ p (Real.log_pos hs).ne').symm
  · have hLL : L ^ (-p) * L ^ p = 1 := by
      rw [← Real.rpow_add hL]
      simp
    linear_combination (-L ^ p) * e1 - a * hLL
```

The converse, `explicit_fit`, inserts the formulas. `hr` says that the chosen exponent reproduces the ratio of drops. `hm` and `h1` are the expressions for \(E_3-E_0\) and \(E_1-E_0\), multiplied through by \(d_1-d_2\). The `generalize` lines then replace the power and the limit by plain letters, so that the three energy equations become polynomial identities. The first is immediate; the other two are multiplied by the nonzero \(d_1-d_2\), which is cancelled.

```lean
/-- If `s > 1`, `L > 0`, `E2 > E3` and the energy drops shrink, the explicit limit, exponent
and amplitude give a fit. -/
theorem explicit_fit (hs : 1 < s) (hL : 0 < L) (h23 : E3 < E2)
    (hc : E2 - E3 < E1 - E2) :
    IsFit s L E1 E2 E3 (limitEnergy E1 E2 E3)
      ((E1 - limitEnergy E1 E2 E3) * L ^ fitExponent s E1 E2 E3)
      (fitExponent s E1 E2 E3) := by
  have hs0 : 0 < s := by linarith
  have hl := Real.log_pos hs
  have d2 : 0 < E2 - E3 := by linarith
  have d1 : 0 < E1 - E2 := by linarith
  have hD : E1 - 2 * E2 + E3 ≠ 0 := by
    have : 0 < E1 - 2 * E2 + E3 := by linarith
    exact this.ne'
  have hp : 0 < fitExponent s E1 E2 E3 :=
    div_pos (Real.log_pos ((one_lt_div d2).2 hc)) hl
  -- the chosen exponent reproduces the measured ratio of drops
  have hr : s ^ (-fitExponent s E1 E2 E3) * (E1 - E2) = E2 - E3 := by
    have hq : s ^ fitExponent s E1 E2 E3 = (E1 - E2) / (E2 - E3) := by
      rw [Real.rpow_def_of_pos hs0, fitExponent, mul_comm, div_mul_cancel₀ _ hl.ne',
        Real.exp_log (div_pos d1 d2)]
    rw [Real.rpow_neg hs0.le, hq, inv_div, div_mul_cancel₀ _ d1.ne']
  have hA : (E1 - limitEnergy E1 E2 E3) * L ^ fitExponent s E1 E2 E3 *
      L ^ (-fitExponent s E1 E2 E3) = E1 - limitEnergy E1 E2 E3 := by
    rw [mul_assoc, ← Real.rpow_add hL]
    simp
  have hm : (E3 - limitEnergy E1 E2 E3) * (E1 - 2 * E2 + E3) = (E2 - E3) ^ 2 := by
    rw [limitEnergy, sub_sub_cancel, div_mul_cancel₀ _ hD]
  have h1 : (E1 - limitEnergy E1 E2 E3) * (E1 - 2 * E2 + E3) = (E1 - E2) ^ 2 := by
    linear_combination hm
  rw [isFit_iff hs0 hL, hA]
  generalize s ^ (-fitExponent s E1 E2 E3) = r at hr ⊢
  generalize limitEnergy E1 E2 E3 = F at hm h1 ⊢
  refine ⟨hp, by ring, ?_, ?_⟩
  · apply mul_left_cancel₀ hD
    linear_combination hm - r * h1 - (E1 - E2) * hr
  · apply mul_left_cancel₀ hD
    linear_combination hm - r ^ 2 * h1 - (E2 - E3 + r * (E1 - E2)) * hr
```

Q: So which statement answers my question?

A: The next one combines both directions. Its first part is the equivalence; its second says that any fit has the stated \(E_0\), \(p\) and \(a\).

```lean
/-- For energies `E1 > E2 > E3` of cells `L`, `s L`, `s² L` with `L > 0` and `s > 1`, a
power-law fit with positive exponent exists exactly when the energy drops shrink, and its
three parameters are unique and explicit. -/
theorem three_cell_extrapolation (hs : 1 < s) (hL : 0 < L) (h12 : E2 < E1) (h23 : E3 < E2) :
    ((∃ E0 a p, IsFit s L E1 E2 E3 E0 a p) ↔ E2 - E3 < E1 - E2) ∧
      ∀ E0 a p, IsFit s L E1 E2 E3 E0 a p →
        E0 = limitEnergy E1 E2 E3 ∧ p = fitExponent s E1 E2 E3 ∧ a = (E1 - E0) * L ^ p :=
  ⟨⟨fun ⟨_, _, _, h⟩ => (fit_determined hs hL h12 h).1,
    fun hc => ⟨_, _, _, explicit_fit hs hL h23 hc⟩⟩,
    fun _ _ _ h => (fit_determined hs hL h12 h).2⟩
```

For your cells, put \(s=2\). The doubling version writes the power law out in full and records the limit; the formulas for \(p\) and \(a\) come from the general theorem.

```lean
/-- Cell doubling: for energies `E1 > E2 > E3` at `L`, `2L`, `4L` with `L > 0`, a fit with
`p > 0` exists exactly when `E1 - E2 > E2 - E3`, and every such fit has the stated limit. -/
theorem doubling_extrapolation (hL : 0 < L) (h12 : E2 < E1) (h23 : E3 < E2) :
    ((∃ E0 a p : ℝ, 0 < p ∧ E1 = E0 + a * L ^ (-p) ∧ E2 = E0 + a * (2 * L) ^ (-p) ∧
        E3 = E0 + a * (4 * L) ^ (-p)) ↔ E2 - E3 < E1 - E2) ∧
      ∀ E0 a p : ℝ, (0 < p ∧ E1 = E0 + a * L ^ (-p) ∧ E2 = E0 + a * (2 * L) ^ (-p) ∧
        E3 = E0 + a * (4 * L) ^ (-p)) →
        E0 = E3 - (E2 - E3) ^ 2 / (E1 - 2 * E2 + E3) := by
  have e : (2 : ℝ) ^ 2 = 4 := by norm_num
  have h := three_cell_extrapolation (s := 2) one_lt_two hL h12 h23
  simp only [IsFit, scalingLaw, limitEnergy, e] at h
  exact ⟨h.1, fun E0 a p hf => (h.2 E0 a p hf).1⟩
```

Q: I still have a doubt. Three parameters through three points leave no residual. Shrinking drops hardly prove that my defect obeys a power law.

A: They do not. The theorem assumes the form of the error and does not derive it from electrostatics or elasticity. A real defect energy may contain several inverse powers, and the three numbers may still admit a fit, with an effective exponent and a biased limit. Noise is absent from the model too; when \(d_1-d_2\) is small compared with \(d_2\), the formula amplifies errors in the energies.

A fourth cell, of length \(s^3L\), gives a test. If \(E_4\) is the energy that the fitted law predicts there, then \((E_3-E_4)\,d_1=d_2^2\), so for your decreasing energies \(E_4=E_3-d_2^2/d_1\). A computed energy that departs from this value by more than the uncertainties of all four energies allow speaks against a single power. The proof notes that the last three cells obey the same law and applies `drop_ratio` twice.

```lean
/-- For positive `s` and `L`, the energy that a fit predicts for a fourth cell `s³ L`
continues the geometric progression of the energy drops. -/
theorem fourth_cell_test (hs : 0 < s) (hL : 0 < L) (h : IsFit s L E1 E2 E3 E0 a p) :
    (E3 - scalingLaw E0 a p (s ^ 3 * L)) * (E1 - E2) = (E2 - E3) ^ 2 := by
  -- the last three cells are fitted by the same law
  have h' : IsFit s (s * L) E2 E3 (scalingLaw E0 a p (s ^ 3 * L)) E0 a p := by
    refine ⟨h.1, h.2.2.1, ?_, ?_⟩
    · rw [show s * (s * L) = s ^ 2 * L by ring]
      exact h.2.2.2
    · rw [show s ^ 2 * (s * L) = s ^ 3 * L by ring]
  linear_combination (E1 - E2) * drop_ratio hs (mul_pos hs hL) h' -
    (E2 - E3) * drop_ratio hs hL h
```

Q: What happens at the borderline, with equal drops?

A: There is no fit. An energy \(A-B\log L\) with \(B>0\) is an example: it falls by \(B\log s\) at every enlargement and has no finite limit. The proof computes both drops and contradicts the strict inequality from `fit_determined`.

```lean
/-- Energies that fall logarithmically with cell size, `A - B log L` with `B > 0`, admit no
power-law fit with positive exponent on cells `L`, `s L`, `s² L`, for `L > 0` and `s > 1`. -/
theorem no_fit_of_log_drift (hs : 1 < s) (hL : 0 < L) (A : ℝ) {B : ℝ} (hB : 0 < B) :
    ¬ ∃ E0 a p, IsFit s L (A - B * Real.log L) (A - B * Real.log (s * L))
      (A - B * Real.log (s ^ 2 * L)) E0 a p := by
  rintro ⟨E0, a, p, h⟩
  have hs0 : 0 < s := by linarith
  have l2 : Real.log (s * L) = Real.log s + Real.log L := Real.log_mul hs0.ne' hL.ne'
  have l3 : Real.log (s ^ 2 * L) = Real.log s + (Real.log s + Real.log L) := by
    rw [show s ^ 2 * L = s * (s * L) by ring,
      Real.log_mul hs0.ne' (mul_pos hs0 hL).ne', l2]
  have h12 : A - B * Real.log (s * L) < A - B * Real.log L := by
    rw [l2]
    nlinarith [mul_pos hB (Real.log_pos hs)]
  -- both drops equal `B log s`, so they do not shrink
  have hc := (fit_determined hs hL h12 h).1
  rw [l2, l3] at hc
  linarith

end SupercellExtrapolation
```

Q: So before I quote an extrapolated defect energy with an unknown exponent, I compare the two drops.

A: Yes. For decreasing energies, that comparison decides whether the formula's output is the limit of a law \(E_0+aL^{-p}\) with \(p>0\) through your data. It does not test whether the error really is a single power; a fourth cell can expose a departure from one.

```lean
#print axioms SupercellExtrapolation.three_cell_extrapolation
#print axioms SupercellExtrapolation.doubling_extrapolation
#print axioms SupercellExtrapolation.fourth_cell_test
#print axioms SupercellExtrapolation.no_fit_of_log_drift
```

```
'SupercellExtrapolation.three_cell_extrapolation' depends on axioms: [propext, Classical.choice, Quot.sound]
'SupercellExtrapolation.doubling_extrapolation' depends on axioms: [propext, Classical.choice, Quot.sound]
'SupercellExtrapolation.fourth_cell_test' depends on axioms: [propext, Classical.choice, Quot.sound]
'SupercellExtrapolation.no_fit_of_log_drift' depends on axioms: [propext, Classical.choice, Quot.sound]
```
